# On a finite state set, random selection among an entrywise positive hottest-replica update and neighbour swaps of positive acceptance connects all joint configurations of M replicas in M(M+1)/2 steps

A cold replica whose own moves never leave one energy basin gets states from other basins only through exchanges. If the exchanges leave some joint configurations unreachable from the starting one, long-run averages can depend on how the run was started. Detailed balance alone doesn't reveal this, since it can hold separately on disconnected parts of the configuration space.

## The threshold for reaching everything

Take M = n + 1 replicas, each with a state in a finite set S. Replica 0 is the hottest and replica n the coldest; some codes number them the other way. Each step is either an update of replica 0 or one attempted swap between neighbours i and i + 1. Every choice has positive probability, the hot update can reach any state from any state, and every swap has positive acceptance. Colder replicas have no moves of their own.

Let P be the transition matrix on joint configurations. If S has at least two states, then

all entries of P^k are positive ⇔ k ≥ M(M+1)/2.

For M = 1 the threshold is one hot update. For M = 2 it is three steps: update, swap, update.

## Looking for zeros in a small transition matrix

For a finite toy model of this scheme, with at least two states per replica and a joint transition matrix that fits in memory, a code can check connectivity by looking for zeros in P^k. With eight replicas, zeros are expected up to k = 35 and none from k = 36 on. A later zero points to a fault such as a neighbour pair that is never selected. Tracking only which entries are nonzero avoids false zeros from underflow in forming the powers, though not those already present in P. The count is in single updates or swap attempts, not in sweeps.

## Filling the replicas from cold to hot

Let h be the probability of choosing the hot update, K its kernel, pᵢ the probability of choosing swap i, and Aᵢ(x) its acceptance in configuration x. Write xⱼ for the state of replica j, τᵢx for x after the exchange, and [·] for 1 if the condition holds and 0 otherwise. Then

P(x,y) = h Σₛ K(x₀,s) [y is x with x₀ replaced by s] + Σᵢ pᵢ { Aᵢ(x) [y = τᵢx] + (1 − Aᵢ(x)) [y = x] }.

Summing over y gives h + Σᵢ pᵢ = 1. All terms are non-negative, so P(x,y) > 0 exactly when y arises from x by resetting replica 0 or by a neighbour exchange. Staying put is included: reset replica 0 to its present state.

Positive paths compose, because

P^(j+k)(x,z) ≥ P^j(x,y) P^k(y,z).

To deliver a state s to replica m, create it at replica 0 and swap it upward m times. This takes m + 1 steps and leaves all replicas beyond m untouched. Fill the target from replica n down to replica 0:

(n+1) + n + … + 1 = M(M+1)/2.

Staying put at the target covers every larger k.

For the lower bound, choose states a ≠ b and define

W(x) = Σⱼ (j+1) [xⱼ = b].

A hot update changes only the term of weight 1. An exchange of i and i + 1 changes W by

[xᵢ = b] − [xᵢ₊₁ = b] ≤ 1.

So W rises by at most one per step. Going from "all a" to "all b" raises it from 0 to M(M+1)/2, which needs at least that many steps.

The same argument gives a neighbouring result, derived here informally: the coldest replica alone can show any state after k steps, from any start, exactly when k ≥ M, again for at least two states. Delivery takes M steps, and the coldest position holding b advances by at most one per step.

## The scheme and its proof in Lean

```lean
import Mathlib

open Finset

namespace HottestReplicaExchange

noncomputable section

/-- A joint configuration of `n + 1` replicas; replica `0` is the hottest. -/
abbrev Config (n : ℕ) (S : Type*) := Fin (n + 1) → S

/-- The configuration after replicas `i` and `i + 1` have exchanged their states. -/
def exchange {n : ℕ} {S : Type*} (i : Fin n) (x : Config n S) : Config n S :=
  fun j => x (Equiv.swap i.castSucc i.succ j)

/-- The total weight of the replicas in state `b`, where replica `j` has weight `j + 1`. -/
def progress {n : ℕ} {S : Type*} [DecidableEq S] (b : S) (x : Config n S) : ℕ :=
  ∑ j, if x j = b then (j : ℕ) + 1 else 0

/-- A replica-exchange scheme in which only the hottest replica has its own dynamics: selection
probabilities, the hot kernel, and the acceptance probabilities of neighbour swaps. -/
structure Scheme (n : ℕ) (S : Type*) [Fintype S] where
  hot : ℝ
  pick : Fin n → ℝ
  kernel : S → S → ℝ
  accept : Fin n → Config n S → ℝ
  hot_pos : 0 < hot
  pick_pos : ∀ i, 0 < pick i
  pick_sum : hot + ∑ i, pick i = 1
  kernel_pos : ∀ s t, 0 < kernel s t
  kernel_sum : ∀ s, ∑ t, kernel s t = 1
  accept_pos : ∀ i x, 0 < accept i x
  accept_le_one : ∀ i x, accept i x ≤ 1

variable {n : ℕ} {S : Type*} [Fintype S]

/-- The scheme with equal selection probabilities, a heat-bath update of replica `0` at inverse
temperature `β 0`, and Metropolis acceptance of neighbour swaps. -/
def metropolis (U : S → ℝ) (β : Fin (n + 1) → ℝ) : Scheme n S where
  hot := 1 / ((n : ℝ) + 1)
  pick := fun _ => 1 / ((n : ℝ) + 1)
  kernel := fun _ t => Real.exp (-β 0 * U t) / ∑ u, Real.exp (-β 0 * U u)
  accept := fun i x => min 1 (Real.exp
    ((β i.castSucc - β i.succ) * (U (x i.castSucc) - U (x i.succ))))
  hot_pos := by positivity
  pick_pos := fun _ => by positivity
  pick_sum := by
    have h : (n : ℝ) + 1 ≠ 0 := by positivity
    rw [sum_const, card_univ, Fintype.card_fin, nsmul_eq_mul]
    linear_combination mul_one_div_cancel h
  kernel_pos := fun s _ => div_pos (Real.exp_pos _)
    (sum_pos (fun _ _ => Real.exp_pos _) ⟨s, mem_univ s⟩)
  kernel_sum := fun s => by
    rw [← sum_div]
    exact div_self (sum_pos (fun _ _ => Real.exp_pos _) ⟨s, mem_univ s⟩).ne'
  accept_pos := fun _ _ => lt_min one_pos (Real.exp_pos _)
  accept_le_one := fun _ _ => min_le_left _ _

variable [DecidableEq S]

/-- The one-step transition matrix: a hot update, or a neighbour swap that is accepted or
rejected. -/
def Scheme.transition (R : Scheme n S) : Matrix (Config n S) (Config n S) ℝ :=
  Matrix.of fun x y =>
    R.hot * ∑ s, R.kernel (x 0) s * (if y = Function.update x 0 s then 1 else 0) +
    ∑ i, R.pick i * (R.accept i x * (if y = exchange i x then 1 else 0) +
      (1 - R.accept i x) * (if y = x then 1 else 0))

/-- The transition probabilities out of any joint configuration sum to one. -/
theorem Scheme.transition_row_sum (R : Scheme n S) (x : Config n S) :
    ∑ y, R.transition x y = 1 := by
  have e : ∀ z : Config n S, ∑ y, (if y = z then (1 : ℝ) else 0) = 1 := fun z => by simp
  simp only [Scheme.transition, Matrix.of_apply]
  rw [sum_add_distrib, ← mul_sum, sum_comm, sum_comm (s := univ (α := Config n S))]
  have h1 : ∑ s, ∑ y, R.kernel (x 0) s *
      (if y = Function.update x 0 s then (1 : ℝ) else 0) = 1 := by
    calc _ = ∑ s, R.kernel (x 0) s :=
          sum_congr rfl fun s _ => by rw [← mul_sum, e, mul_one]
      _ = 1 := R.kernel_sum (x 0)
  have h2 : ∑ i, ∑ y, R.pick i * (R.accept i x * (if y = exchange i x then (1 : ℝ) else 0) +
      (1 - R.accept i x) * (if y = x then 1 else 0)) = ∑ i, R.pick i := by
    refine sum_congr rfl fun i _ => ?_
    rw [← mul_sum, sum_add_distrib, ← mul_sum, ← mul_sum, e, e]
    ring
  rw [h1, h2, mul_one, R.pick_sum]

/-- One-step probabilities are non-negative, and positive exactly when the new configuration
arises by resetting the hottest replica or by exchanging two neighbours. -/
theorem Scheme.transition_spec (R : Scheme n S) (x y : Config n S) :
    0 ≤ R.transition x y ∧ (0 < R.transition x y ↔
      (∃ s, y = Function.update x 0 s) ∨ ∃ i, y = exchange i x) := by
  simp only [Scheme.transition, Matrix.of_apply]
  have ind : ∀ z, 0 ≤ (if y = z then (1 : ℝ) else 0) := fun z => by split_ifs <;> norm_num
  have hA : ∀ s, 0 ≤ R.kernel (x 0) s * (if y = Function.update x 0 s then (1 : ℝ) else 0) :=
    fun s => mul_nonneg (R.kernel_pos _ _).le (ind _)
  have hB : ∀ i, 0 ≤ R.pick i * (R.accept i x * (if y = exchange i x then (1 : ℝ) else 0) +
      (1 - R.accept i x) * (if y = x then 1 else 0)) := fun i =>
    mul_nonneg (R.pick_pos i).le (add_nonneg (mul_nonneg (R.accept_pos i x).le (ind _))
      (mul_nonneg (sub_nonneg.2 (R.accept_le_one i x)) (ind _)))
  refine ⟨add_nonneg (mul_nonneg R.hot_pos.le (sum_nonneg fun s _ => hA s))
    (sum_nonneg fun i _ => hB i), ?_, ?_⟩
  · intro h
    by_contra hc
    have h1 : ∀ s, y ≠ Function.update x 0 s := fun s e => hc (Or.inl ⟨s, e⟩)
    have h2 : ∀ i, y ≠ exchange i x := fun i e => hc (Or.inr ⟨i, e⟩)
    have h3 : y ≠ x := fun e => h1 (x 0) (by simp [e])
    simp only [h1, h2, h3, if_false, mul_zero, add_zero, sum_const_zero, lt_irrefl] at h
  · rintro (⟨s, rfl⟩ | ⟨i, rfl⟩)
    · exact add_pos_of_pos_of_nonneg (mul_pos R.hot_pos (sum_pos' (fun s _ => hA s)
        ⟨s, mem_univ s, by simpa using R.kernel_pos (x 0) s⟩)) (sum_nonneg fun i _ => hB i)
    · refine add_pos_of_nonneg_of_pos (mul_nonneg R.hot_pos.le (sum_nonneg fun s _ => hA s))
        (sum_pos' (fun i _ => hB i) ⟨i, mem_univ i, mul_pos (R.pick_pos i) ?_⟩)
      exact add_pos_of_pos_of_nonneg (by simpa using R.accept_pos i x)
        (mul_nonneg (sub_nonneg.2 (R.accept_le_one i x)) (ind _))

/-- All `k`-step transition probabilities are non-negative. -/
theorem Scheme.power_nonneg (R : Scheme n S) (k : ℕ) (x y : Config n S) :
    0 ≤ (R.transition ^ k) x y := by
  induction k generalizing y with
  | zero => rw [pow_zero, Matrix.one_apply]; split_ifs <;> norm_num
  | succ k ih =>
    rw [pow_succ, Matrix.mul_apply]
    exact sum_nonneg fun z _ => mul_nonneg (ih z) (R.transition_spec z y).1

/-- If `y` can be reached from `x` in `j` steps and `z` from `y` in `k` steps, then `z` can be
reached from `x` in `j + k` steps. -/
theorem Scheme.power_pos_trans (R : Scheme n S) {j k : ℕ} {x y z : Config n S}
    (h1 : 0 < (R.transition ^ j) x y) (h2 : 0 < (R.transition ^ k) y z) :
    0 < (R.transition ^ (j + k)) x z := by
  rw [pow_add, Matrix.mul_apply]
  exact sum_pos' (fun w _ => mul_nonneg (R.power_nonneg j x w) (R.power_nonneg k w z))
    ⟨y, mem_univ y, mul_pos h1 h2⟩

/-- Filling one more replica, number `m`, adds `m + 1` steps to the count `m (m + 1) / 2`. -/
theorem triangular_succ (m : ℕ) :
    (m + 1) * (m + 1 + 1) / 2 = (m + 1) + m * (m + 1) / 2 := by
  rw [show (m + 1) * (m + 1 + 1) = m * (m + 1) + (m + 1) * 2 by ring,
    Nat.add_mul_div_right _ _ two_pos, add_comm]

/-- In `m + 1` steps any state `s` can be delivered to replica `m`, while all replicas beyond `m`
keep their states. -/
theorem Scheme.carry (R : Scheme n S) (m : ℕ) (hm : m < n + 1) (x : Config n S) (s : S) :
    ∃ z, 0 < (R.transition ^ (m + 1)) x z ∧ z ⟨m, hm⟩ = s ∧
      ∀ j : Fin (n + 1), m < (j : ℕ) → z j = x j := by
  induction m with
  | zero =>
    refine ⟨Function.update x 0 s, ?_, ?_, ?_⟩
    · rw [zero_add, pow_one]
      exact (R.transition_spec _ _).2.2 (Or.inl ⟨s, rfl⟩)
    · have h0 : (⟨0, hm⟩ : Fin (n + 1)) = 0 := rfl
      rw [h0, Function.update_self]
    · intro j hj
      rw [Function.update_of_ne]
      intro h
      simp [h] at hj
  | succ m ih =>
    obtain ⟨z, hz, hs, hr⟩ := ih (by omega)
    have hm' : m < n := by omega
    -- one more swap moves the fresh state from replica m to replica m + 1
    refine ⟨exchange ⟨m, hm'⟩ z, R.power_pos_trans hz (by
      rw [pow_one]; exact (R.transition_spec _ _).2.2 (Or.inr ⟨_, rfl⟩)), ?_, ?_⟩
    · change z (Equiv.swap (Fin.castSucc ⟨m, hm'⟩) (Fin.succ ⟨m, hm'⟩)
        (Fin.succ ⟨m, hm'⟩)) = s
      rw [Equiv.swap_apply_right]
      exact hs
    · intro j hj
      have h1 : j ≠ Fin.castSucc ⟨m, hm'⟩ := fun h => by
        have h' := congrArg Fin.val h
        change (j : ℕ) = m at h'
        omega
      have h2 : j ≠ Fin.succ ⟨m, hm'⟩ := fun h => by
        have h' := congrArg Fin.val h
        change (j : ℕ) = m + 1 at h'
        omega
      unfold exchange
      rw [Equiv.swap_apply_of_ne_of_ne h1 h2]
      exact hr j (by omega)

/-- With `M = n + 1` replicas, every joint configuration is reached from every other with positive
probability in exactly `k` steps, for each `k ≥ M (M + 1) / 2`. -/
theorem Scheme.reachable (R : Scheme n S) (x y : Config n S) {k : ℕ}
    (hk : (n + 1) * (n + 2) / 2 ≤ k) : 0 < (R.transition ^ k) x y := by
  have stay : ∀ d : ℕ, 0 < (R.transition ^ d) y y := by
    intro d
    induction d with
    | zero => simp
    | succ d ih =>
      exact R.power_pos_trans ih (by
        rw [pow_one]; exact (R.transition_spec y y).2.2 (Or.inl ⟨y 0, by simp⟩))
  -- fill in the target from the coldest replica down to the hottest
  have fill : ∀ m ≤ n + 1, ∀ x : Config n S, (∀ j : Fin (n + 1), m ≤ (j : ℕ) → x j = y j) →
      0 < (R.transition ^ (m * (m + 1) / 2)) x y := by
    intro m
    induction m with
    | zero =>
      intro _ x h
      rw [show x = y from funext fun j => h j (Nat.zero_le _)]
      exact stay _
    | succ m ih =>
      intro hm x h
      obtain ⟨z, hz, hs, hr⟩ := R.carry m (by omega) x (y ⟨m, by omega⟩)
      have hzy : ∀ j : Fin (n + 1), m ≤ (j : ℕ) → z j = y j := by
        intro j hj
        rcases hj.eq_or_lt with e | e
        · rw [show j = ⟨m, by omega⟩ from Fin.ext e.symm, hs]
        · rw [hr j e]
          exact h j e
      rw [triangular_succ]
      exact R.power_pos_trans hz (ih (by omega) z hzy)
  obtain ⟨d, rfl⟩ := Nat.exists_eq_add_of_le hk
  exact R.power_pos_trans (fill (n + 1) le_rfl x fun j hj => absurd j.isLt (by omega)) (stay d)

/-- A single step raises the total weight of the replicas in state `b` by at most one. -/
theorem Scheme.progress_step (R : Scheme n S) (b : S) {x y : Config n S}
    (h : 0 < R.transition x y) : progress b y ≤ progress b x + 1 := by
  rcases (R.transition_spec x y).2.1 h with ⟨s, rfl⟩ | ⟨i, rfl⟩
  · have h0 : ((0 : Fin (n + 1)) : ℕ) = 0 := rfl
    unfold progress
    rw [Fin.sum_univ_succ, Fin.sum_univ_succ]
    simp only [Function.update_self, ne_eq, Fin.succ_ne_zero, not_false_eq_true,
      Function.update_of_ne, h0]
    split_ifs <;> omega
  · have hσ : ∀ j, Equiv.swap i.castSucc i.succ (Equiv.swap i.castSucc i.succ j) = j :=
      fun j => Equiv.congr_fun (Equiv.swap_swap i.castSucc i.succ) j
    -- an exchange moves only one state to a colder place, and by one place
    have hle : ∀ j, (Equiv.swap i.castSucc i.succ j : ℕ) ≤
        (j : ℕ) + if j = i.castSucc then 1 else 0 := by
      intro j
      by_cases h1 : j = i.castSucc
      · rw [h1, Equiv.swap_apply_left, if_pos rfl]
        exact le_rfl
      · by_cases h2 : j = i.succ
        · rw [h2, Equiv.swap_apply_right]
          exact le_trans (Nat.le_succ (i : ℕ)) (Nat.le_add_right _ _)
        · rw [Equiv.swap_apply_of_ne_of_ne h1 h2]
          exact Nat.le_add_right _ _
    calc progress b (exchange i x)
        = ∑ j, if x j = b then (Equiv.swap i.castSucc i.succ j : ℕ) + 1 else 0 := by
          rw [← Equiv.sum_comp (Equiv.swap i.castSucc i.succ)
            (fun j => if x j = b then (Equiv.swap i.castSucc i.succ j : ℕ) + 1 else 0)]
          simp only [hσ, progress, exchange]
          rfl
      _ ≤ ∑ j, ((if x j = b then (j : ℕ) + 1 else 0) + if j = i.castSucc then 1 else 0) := by
          refine sum_le_sum fun j _ => ?_
          by_cases hb : x j = b
          · rw [if_pos hb, if_pos hb]
            linarith [hle j]
          · rw [if_neg hb]
            exact Nat.zero_le _
      _ = progress b x + 1 := by
          rw [sum_add_distrib]
          congr 1
          simp

/-- If a replica has at least two states, then `M (M + 1) / 2` is the exact threshold for
`M = n + 1` replicas: all `k`-step probabilities are positive if and only if `k` is at least
this number. -/
theorem Scheme.all_positive_iff [Nontrivial S] (R : Scheme n S) (k : ℕ) :
    (∀ x y, 0 < (R.transition ^ k) x y) ↔ (n + 1) * (n + 2) / 2 ≤ k := by
  refine ⟨fun h => ?_, fun hk x y => R.reachable x y hk⟩
  obtain ⟨a, b, hab⟩ := exists_pair_ne S
  -- starting from "all a", the weight of b after k steps is at most k
  have grow : ∀ (k : ℕ) (y : Config n S),
      0 < (R.transition ^ k) (fun _ => a) y → progress b y ≤ k := by
    intro k
    induction k with
    | zero =>
      intro y hy
      have e : (fun _ => a) = y := by
        by_contra hne
        rw [pow_zero, Matrix.one_apply_ne hne] at hy
        exact lt_irrefl _ hy
      rw [← e]
      simp [progress, hab]
    | succ k ih =>
      intro z hz
      rw [pow_succ, Matrix.mul_apply] at hz
      obtain ⟨y, _, hy⟩ := exists_ne_zero_of_sum_ne_zero hz.ne'
      have h1 := ih y (lt_of_le_of_ne (R.power_nonneg k _ y) (left_ne_zero_of_mul hy).symm)
      have h2 := R.progress_step b
        (lt_of_le_of_ne (R.transition_spec y z).1 (right_ne_zero_of_mul hy).symm)
      omega
  have gauss : ∀ m : ℕ, ∑ j ∈ range m, (j + 1) = m * (m + 1) / 2 := by
    intro m
    induction m with
    | zero => simp
    | succ m ih =>
      rw [sum_range_succ, ih, triangular_succ m]
      exact add_comm _ _
  have total : progress b (fun _ : Fin (n + 1) => b) = (n + 1) * (n + 2) / 2 := by
    simp only [progress, ↓reduceIte]
    rw [Fin.sum_univ_eq_sum_range (fun j => j + 1) (n + 1)]
    exact gauss (n + 1)
  rw [← total]
  exact grow k _ (h _ _)

end

end HottestReplicaExchange
```

```lean
#print axioms HottestReplicaExchange.Scheme.transition_row_sum
-- 'HottestReplicaExchange.Scheme.transition_row_sum' depends on axioms: [propext, Classical.choice, Quot.sound]
#print axioms HottestReplicaExchange.Scheme.all_positive_iff
-- 'HottestReplicaExchange.Scheme.all_positive_iff' depends on axioms: [propext, Classical.choice, Quot.sound]
```

`Config n S` is a joint configuration. `Scheme` holds h, pᵢ, K and Aᵢ as `hot`, `pick`, `kernel` and `accept`, with their positivity and normalisation. `kernel_pos` stands for a hot replica that can cross every barrier in one update; `accept_pos` stands for neighbouring temperatures whose swaps are never forbidden. `Scheme.transition` is P, including rejected swaps, and `Scheme.transition_row_sum` confirms its normalisation.

`metropolis` supplies an instance with energy `U`, inverse temperatures `β`, a heat-bath update and Metropolis swaps. It does not require `β` to be ordered, so "hottest" is a label for replica 0.

`Scheme.transition_spec` characterises the possible single steps, and `Scheme.power_pos_trans` composes paths. `Scheme.carry` delivers one state by induction on m. `Scheme.reachable` fills the target by a second induction, with `triangular_succ` keeping the count; it does not need S to have two states.

`progress` is W. `Scheme.progress_step` bounds its rise, for a swap by reindexing the sum so that each state is followed to its new place. `Scheme.all_positive_iff` combines both directions; `Nontrivial S` supplies a and b.

## Positive probability without a rate

The theorems guarantee connectivity and the exact threshold, but no mixing time: the probabilities may be extremely small. They also don't identify a stationary distribution, and a general `Scheme` need not preserve the Boltzmann one.

The probabilities are real numbers. If a floating-point acceptance underflows to zero, `accept_pos` fails in the running code. A fixed alternation of even and odd swaps is a different chain from this random selection.

A molecular simulation differs from this model in further ways. Its colder replicas normally have moves of their own, which can lower the threshold. Replacing its continuous coordinates by finitely many states with Markov transitions is an approximation that the hypotheses do not justify.
